# Time evolution under a constant Hermitian Hamiltonian is unitary in finite dimensions

In a quantum system with finitely many basis states and a Hamiltonian that does not change in time, evolution for a time t is given by the matrix U = exp(−itH), with ħ = 1. The theorem `propagator_unitary` says that if the complex matrix H is Hermitian, then U†U = 1 for every real t, so the evolution preserves inner products and norms. The proof first shows that the exponent A = −itH is anti-Hermitian, which turns U† into exp(−A). It then aims to merge exp(−A) exp(A) into exp(−A + A), which is allowed because −A and A commute, and so reach exp(0) = 1.

In Lean, a first try:

```lean
import Mathlib

open Matrix

namespace InvariantSubspacePopulation

noncomputable section

variable {n : Type*} [Fintype n] [DecidableEq n]

/-- The time-evolution operator `exp(-i t H)`, in units where the reduced Planck constant is one. -/
def propagator (H : Matrix n n ℂ) (t : ℝ) : Matrix n n ℂ :=
  NormedSpace.exp (t • ((-Complex.I) • H))

/-- A Hermitian Hamiltonian generates a unitary time evolution. -/
theorem propagator_unitary {H : Matrix n n ℂ} (hH : H.IsHermitian) (t : ℝ) :
    (propagator H t)ᴴ * propagator H t = 1 := by
  -- the generator `-i t H` is anti-Hermitian
  have h : (t • ((-Complex.I) • H))ᴴ = -(t • ((-Complex.I) • H)) := by
    simp [Matrix.conjTranspose_smul, hH.eq]
  unfold propagator
  rw [← Matrix.exp_conjTranspose, h,
    ← Matrix.exp_add_of_commute _ _ (Commute.refl _).neg_left, neg_add_cancel,
    NormedSpace.exp_zero]

end

end InvariantSubspacePopulation
```

Lean reports:

```
Main.lean:23:36: error(lean.synthInstanceFailed): failed to synthesize instance of type class
  HasDistribNeg (Matrix ?m.66 ?m.66 ?m.67)

Hint: Type class instance resolution failures can be inspected with the `set_option trace.Meta.synthInstance true` command.
Main.lean:17:46: error: unsolved goals
n : Type u_1
inst✝¹ : Fintype n
inst✝ : DecidableEq n
H : Matrix n n ℂ
hH : H.IsHermitian
t : ℝ
h : (t • -Complex.I • H)ᴴ = -(t • -Complex.I • H)
⊢ NormedSpace.exp (-(t • -Complex.I • H)) * NormedSpace.exp (t • -Complex.I • H) = 1
```

The first message points to `(Commute.refl _).neg_left`, the proof that −A and A commute. Lean elaborates this term before `rw` matches the lemma against the goal, so the underscores are not yet filled in. `neg_left` needs a `HasDistribNeg` instance, which says how negation and multiplication interact, but Lean knows only that it is dealing with square matrices of unknown index type and unknown entries, the `?m.66` and `?m.67` of the message. It cannot find the instance, and the rewrite fails.

The second message shows the goal left at that point. The rewrites with `Matrix.exp_conjTranspose` and `h` have worked, and the product of exponentials is still to be merged.

The repair proves the commutation beforehand as `hc`, with both matrices written out. The types are then known and the instance is found. Passing `hc` to `Matrix.exp_add_of_commute` also fixes its two underscores, so the product becomes a single exponential, which `neg_add_cancel` and `NormedSpace.exp_zero` reduce to 1. Joining the two lines of the `rw` is mere tidying.

After these edits no error is left:

```diff
@@ -19,7 +19,8 @@
   have h : (t • ((-Complex.I) • H))ᴴ = -(t • ((-Complex.I) • H)) := by
     simp [Matrix.conjTranspose_smul, hH.eq]
+  have hc : Commute (-(t • ((-Complex.I) • H))) (t • ((-Complex.I) • H)) :=
+    (Commute.refl (t • ((-Complex.I) • H))).neg_left
   unfold propagator
-  rw [← Matrix.exp_conjTranspose, h,
-    ← Matrix.exp_add_of_commute _ _ (Commute.refl _).neg_left, neg_add_cancel,
+  rw [← Matrix.exp_conjTranspose, h, ← Matrix.exp_add_of_commute _ _ hc, neg_add_cancel,
     NormedSpace.exp_zero]
 
```
